# For a pure three-qubit state, the smallest eigenvalue of each one-qubit density matrix is at most the sum of the other two

"Smallest eigenvalue" could mean an entry of a sorted spectrum, or the least real number that has a nonzero eigenvector. I would take the second meaning, because it can be stated without sorting a spectrum or diagonalising the matrix. With it, let $x_0,x_1,x_2$ be the smallest eigenvalues of the three one-qubit reduced density matrices of a pure state. I know the claim $x_2\le x_0+x_1$, and its fermionic relative, the Borland-Dennis inequality for three fermions in six orbitals. Can I see a rigorous derivation, checked by machine?

## A third vector chosen from the first two

Yes, for every three-qubit vector, and for pure states of three fermions with one particle in each of three orbital pairs.

Let $\psi_{ijk}$ be the amplitudes, with $i,j,k\in\{0,1\}$, and let $\rho_0,\rho_1,\rho_2$ be the reduced matrices. For a qubit vector $u$,
$$\langle u|\rho_0|u\rangle=\sum_{jk}\Big|\sum_i\bar u_i\psi_{ijk}\Big|^2,$$
which is the weight of $u$ on qubit 0. The other qubits are analogous.

**Variational bound.** Write a Hermitian matrix as $\rho=\begin{pmatrix}p&q\\ \bar q&r\end{pmatrix}$, with smallest eigenvalue $x$. The vector orthogonal to its eigenvector has eigenvalue $p+r-x$, so $(p-x)+(r-x)\ge0$. The secular equation gives $(p-x)(r-x)=|q|^2\ge0$, hence both factors are nonnegative. For normalised $w$,
$$\langle w|\rho|w\rangle-x=(p-x)|w_0|^2+(r-x)|w_1|^2+2\,\mathrm{Re}(\bar w_0qw_1).$$
If $p>x$, multiplying the right side by $p-x$ gives $|(p-x)w_0+qw_1|^2\ge0$. If $p=x$, then $q=0$ and only $(r-x)|w_1|^2\ge0$ remains. So $x\le\langle w|\rho|w\rangle$.

**Choice of $w$.** Take normalised $u,v$ on qubits 0 and 1, with normalised orthogonal partners $u^\perp,v^\perp$. Projecting $\psi$ on $u^\perp v^\perp$ leaves a vector $\varphi$ on qubit 2. Choose a normalised $w$ orthogonal to $\varphi$, and set $F_{ij}=\sum_k\bar w_k\psi_{ijk}$. Write $F_{uv}=\sum_{ij}\bar u_i\bar v_jF_{ij}$, and likewise with the partners. Then $F$ has no $u^\perp v^\perp$ component, so
$$\|F\|^2=|F_{uv}|^2+|F_{uv^\perp}|^2+|F_{u^\perp v}|^2\le\big(|F_{uv}|^2+|F_{uv^\perp}|^2\big)+\big(|F_{uv}|^2+|F_{u^\perp v}|^2\big).$$
The brackets are the weights of $u$ and $v$ in $F$. By Cauchy-Schwarz, projecting on $w$ cannot raise them above their values in $\psi$. Since $\|F\|^2=\langle w|\rho_2|w\rangle$,
$$\langle w|\rho_2|w\rangle\le\langle u|\rho_0|u\rangle+\langle v|\rho_1|v\rangle.$$

**Conclusion.** With $u,v$ the lowest eigenvectors, the right side is $x_0+x_1$, and the left side is at least $x_2$. Exchanging qubits gives the other two inequalities.

```lean
import Mathlib

open Matrix ComplexConjugate
open Complex (normSq normSq_nonneg)

namespace ThreeQubitMarginals

noncomputable section

/-- The amplitudes of a three-qubit vector in the product basis. -/
abbrev Amplitudes := Fin 2 → Fin 2 → Fin 2 → ℂ

/-- The three one-qubit reduced density matrices, each a partial trace over the other two qubits. -/
def qubitRDM (ψ : Amplitudes) : Fin 3 → Matrix (Fin 2) (Fin 2) ℂ
  | 0 => Matrix.of fun a b => ∑ j, ∑ k, ψ a j k * conj (ψ b j k)
  | 1 => Matrix.of fun a b => ∑ i, ∑ k, ψ i a k * conj (ψ i b k)
  | 2 => Matrix.of fun a b => ∑ i, ∑ j, ψ i j a * conj (ψ i j b)

/-- The real part of the expectation value of `ρ` in the vector `w`. -/
def expect (ρ : Matrix (Fin 2) (Fin 2) ℂ) (w : Fin 2 → ℂ) : ℝ := (star w ⬝ᵥ (ρ *ᵥ w)).re

/-- `x` is the smallest real eigenvalue of `ρ`. -/
def IsLowestEigenvalue (ρ : Matrix (Fin 2) (Fin 2) ℂ) (x : ℝ) : Prop :=
  IsLeast {y : ℝ | ∃ v : Fin 2 → ℂ, v ≠ 0 ∧ ρ *ᵥ v = (y : ℂ) • v} x

/-- The squared overlaps of `(c, d)` with `(a, b)` and with the vector orthogonal to it
add up to the product of the squared norms. -/
theorem overlap_add_orthogonal (a b c d : ℂ) :
    normSq (conj a * c + conj b * d) + normSq (a * d - b * c)
      = (normSq a + normSq b) * (normSq c + normSq d) := by
  simp [Complex.normSq_apply]
  ring

/-- Every nonzero qubit vector can be normalised. -/
theorem exists_normalised {u : Fin 2 → ℂ} (hu : u ≠ 0) :
    ∃ c : ℂ, normSq ((c • u) 0) + normSq ((c • u) 1) = 1 := by
  have n0 := normSq_nonneg (u 0)
  have n1 := normSq_nonneg (u 1)
  have hN : 0 < normSq (u 0) + normSq (u 1) := by
    by_contra hn
    have h0 : u 0 = 0 := Complex.normSq_eq_zero.mp (by linarith)
    have h1 : u 1 = 0 := Complex.normSq_eq_zero.mp (by linarith)
    apply hu
    funext i
    fin_cases i
    exacts [h0, h1]
  refine ⟨(((Real.sqrt (normSq (u 0) + normSq (u 1)))⁻¹ : ℝ) : ℂ), ?_⟩
  simp only [Pi.smul_apply, smul_eq_mul, Complex.normSq_mul, Complex.normSq_ofReal]
  rw [← mul_add, ← mul_inv, Real.mul_self_sqrt hN.le, inv_mul_cancel₀ hN.ne']

/-- The smallest eigenvalue is the expectation value in some normalised vector. -/
theorem lowest_attained {ρ : Matrix (Fin 2) (Fin 2) ℂ} {x : ℝ} (h : IsLowestEigenvalue ρ x) :
    ∃ w : Fin 2 → ℂ, normSq (w 0) + normSq (w 1) = 1 ∧ expect ρ w = x := by
  obtain ⟨⟨u, hu, he⟩, -⟩ := h
  obtain ⟨w, hw, hwe⟩ : ∃ w : Fin 2 → ℂ, normSq (w 0) + normSq (w 1) = 1 ∧
      ρ *ᵥ w = (x : ℂ) • w := by
    obtain ⟨c, hc⟩ := exists_normalised hu
    exact ⟨c • u, hc, by rw [Matrix.mulVec_smul, he, smul_comm]⟩
  refine ⟨w, hw, ?_⟩
  have h2 : (star w ⬝ᵥ ((x : ℂ) • w)).re = x * (normSq (w 0) + normSq (w 1)) := by
    simp [dotProduct, Fin.sum_univ_two, Complex.normSq_apply]
    ring
  rw [expect, hwe, h2, hw, mul_one]

/-- Variational principle: the smallest eigenvalue of a Hermitian qubit matrix is a lower bound
for its expectation value in every normalised vector. -/
theorem lowest_le_expect {ρ : Matrix (Fin 2) (Fin 2) ℂ} (hH : ρ.IsHermitian) {x : ℝ}
    (h : IsLowestEigenvalue ρ x) (w : Fin 2 → ℂ) (hw : normSq (w 0) + normSq (w 1) = 1) :
    x ≤ expect ρ w := by
  obtain ⟨p, r, q, rfl⟩ : ∃ p r : ℝ, ∃ q : ℂ, ρ = !![(p : ℂ), q; conj q, (r : ℂ)] := by
    refine ⟨(ρ 0 0).re, (ρ 1 1).re, ρ 0 1, Matrix.ext fun i j => ?_⟩
    fin_cases i <;> fin_cases j
    · exact (Complex.conj_eq_iff_re.mp (hH.apply 0 0)).symm
    · rfl
    · exact (hH.apply 1 0).symm
    · exact (Complex.conj_eq_iff_re.mp (hH.apply 1 1)).symm
  obtain ⟨⟨u, hu, he⟩, hmin⟩ := h
  have e0 : (p : ℂ) * u 0 + q * u 1 = x * u 0 := by
    simpa [Matrix.mulVec, dotProduct, Fin.sum_univ_two] using congrFun he 0
  have e1 : conj q * u 0 + (r : ℂ) * u 1 = x * u 1 := by
    simpa [Matrix.mulVec, dotProduct, Fin.sum_univ_two] using congrFun he 1
  have c0 := congrArg (starRingEnd ℂ) e0
  have c1 := congrArg (starRingEnd ℂ) e1
  simp only [map_add, map_mul, Complex.conj_ofReal, Complex.conj_conj] at c0 c1
  -- the orthogonal vector carries the other eigenvalue, trace minus x
  have hx : x ≤ p + r - x := by
    refine hmin ⟨![-conj (u 1), conj (u 0)], fun hz => hu ?_, ?_⟩
    · have z0 : u 1 = 0 := by simpa using congrFun hz 0
      have z1 : u 0 = 0 := by simpa using congrFun hz 1
      funext i
      fin_cases i
      exacts [z1, z0]
    · funext i
      fin_cases i
      · simp [Matrix.mulVec, dotProduct, Fin.sum_univ_two]
        linear_combination c1
      · simp [Matrix.mulVec, dotProduct, Fin.sum_univ_two]
        linear_combination -c0
  -- the secular equation
  have hz : ((p : ℂ) - x) * (r - x) - q * conj q = 0 := by
    by_contra hne
    have z0 : (((p : ℂ) - x) * (r - x) - q * conj q) * u 0 = 0 := by
      linear_combination ((r : ℂ) - x) * e0 - q * e1
    have z1 : (((p : ℂ) - x) * (r - x) - q * conj q) * u 1 = 0 := by
      linear_combination ((p : ℂ) - x) * e1 - conj q * e0
    apply hu
    funext i
    fin_cases i
    exacts [(mul_eq_zero.mp z0).resolve_left hne, (mul_eq_zero.mp z1).resolve_left hne]
  rw [Complex.mul_conj] at hz
  have hdet : (p - x) * (r - x) - normSq q = 0 := by exact_mod_cast hz
  have hq := normSq_nonneg q
  have hA : 0 ≤ p - x := by
    by_contra hn
    have hn' := not_le.mp hn
    have hB : 0 < r - x := by linarith
    nlinarith [mul_pos (neg_pos.mpr hn') hB]
  have hE : expect !![(p : ℂ), q; conj q, (r : ℂ)] w
      = p * normSq (w 0) + r * normSq (w 1) + 2 * (conj (w 0) * q * w 1).re := by
    simp [expect, Matrix.mulVec, dotProduct, Fin.sum_univ_two, Complex.normSq_apply]
    ring
  have hF : 0 ≤ (p - x) * normSq (w 0) + (r - x) * normSq (w 1)
      + 2 * (conj (w 0) * q * w 1).re := by
    rcases hA.eq_or_lt with h0 | hpos
    · have hq0 : q = 0 := Complex.normSq_eq_zero.mp (by rw [← h0] at hdet; linarith)
      have hB : 0 ≤ r - x := by linarith
      rw [← h0, hq0]
      simpa using mul_nonneg hB (normSq_nonneg (w 1))
    · have hs : normSq (((p - x : ℝ) : ℂ) * w 0 + q * w 1) = (p - x) ^ 2 * normSq (w 0)
          + normSq q * normSq (w 1) + 2 * (p - x) * (conj (w 0) * q * w 1).re := by
        simp [Complex.normSq_apply]
        ring
      have hn := normSq_nonneg (((p - x : ℝ) : ℂ) * w 0 + q * w 1)
      rw [hs, show normSq q = (p - x) * (r - x) by linarith] at hn
      refine le_of_mul_le_mul_left ?_ hpos
      linarith
  have hxw : x * (normSq (w 0) + normSq (w 1)) = x := by rw [hw, mul_one]
  rw [hE]
  linarith

/-- The expectation value of a reduced density matrix in `u` is the squared norm of the partial
inner product of `u` with the three-qubit vector. -/
theorem expect_qubitRDM (ψ : Amplitudes) (u : Fin 2 → ℂ) :
    expect (qubitRDM ψ 0) u
        = ∑ j, ∑ k, normSq (conj (u 0) * ψ 0 j k + conj (u 1) * ψ 1 j k) ∧
    expect (qubitRDM ψ 1) u
        = ∑ i, ∑ k, normSq (conj (u 0) * ψ i 0 k + conj (u 1) * ψ i 1 k) ∧
    expect (qubitRDM ψ 2) u
        = ∑ i, ∑ j, normSq (conj (u 0) * ψ i j 0 + conj (u 1) * ψ i j 1) := by
  refine ⟨?_, ?_, ?_⟩ <;>
  · simp [expect, qubitRDM, Matrix.mulVec, dotProduct, Fin.sum_univ_two, Complex.normSq_apply]
    ring

/-- For normalised `u` and `v` on the first two qubits there is a normalised `w` on the third
whose weight is at most the sum of the weights of `u` and `v`. -/
theorem exists_third_weight_le (ψ : Amplitudes) (u v : Fin 2 → ℂ)
    (hu : normSq (u 0) + normSq (u 1) = 1) (hv : normSq (v 0) + normSq (v 1) = 1) :
    ∃ w : Fin 2 → ℂ, normSq (w 0) + normSq (w 1) = 1 ∧
      expect (qubitRDM ψ 2) w ≤ expect (qubitRDM ψ 0) u + expect (qubitRDM ψ 1) v := by
  have orth : ∀ a b : ℂ, ∃ w : Fin 2 → ℂ, normSq (w 0) + normSq (w 1) = 1 ∧
      conj (w 0) * a + conj (w 1) * b = 0 := by
    intro a b
    by_cases h : (![conj b, -conj a] : Fin 2 → ℂ) = 0
    · have ha : a = 0 := by simpa using congrFun h 1
      exact ⟨![1, 0], by simp, by simp [ha]⟩
    · obtain ⟨c, hc⟩ := exists_normalised h
      refine ⟨_, hc, ?_⟩
      simp only [Pi.smul_apply, smul_eq_mul, Matrix.cons_val_zero, Matrix.cons_val_one,
        map_mul, map_neg, Complex.conj_conj]
      ring
  -- w is orthogonal to the part of ψ that is orthogonal to both u and v
  let φ : Fin 2 → ℂ := fun k =>
    v 0 * (u 0 * ψ 1 1 k - u 1 * ψ 0 1 k) - v 1 * (u 0 * ψ 1 0 k - u 1 * ψ 0 0 k)
  obtain ⟨w, hw, h0⟩ := orth (φ 0) (φ 1)
  refine ⟨w, hw, ?_⟩
  rw [(expect_qubitRDM ψ w).2.2, (expect_qubitRDM ψ u).1, (expect_qubitRDM ψ v).2.1]
  simp only [Fin.sum_univ_two]
  have bound : ∀ c d : ℂ, normSq (conj (w 0) * c + conj (w 1) * d) ≤ normSq c + normSq d := by
    intro c d
    have h := overlap_add_orthogonal (w 0) (w 1) c d
    rw [hw, one_mul] at h
    linarith [normSq_nonneg (w 0 * d - w 1 * c)]
  let F : Fin 2 → Fin 2 → ℂ := fun i j => conj (w 0) * ψ i j 0 + conj (w 1) * ψ i j 1
  let H : Fin 2 → ℂ := fun j => u 0 * F 1 j - u 1 * F 0 j
  let K : Fin 2 → ℂ := fun i => conj (v 0) * F i 0 + conj (v 1) * F i 1
  have a0 := overlap_add_orthogonal (u 0) (u 1) (F 0 0) (F 1 0)
  have a1 := overlap_add_orthogonal (u 0) (u 1) (F 0 1) (F 1 1)
  have b := overlap_add_orthogonal (v 0) (v 1) (H 0) (H 1)
  have g := overlap_add_orthogonal (u 0) (u 1) (K 0) (K 1)
  have hzero : v 0 * H 1 - v 1 * H 0 = 0 := by
    simp only [H, F]
    simp only [φ] at h0
    linear_combination h0
  have hKH : u 0 * K 1 - u 1 * K 0 = conj (v 0) * H 0 + conj (v 1) * H 1 := by
    simp only [K, H]
    ring
  rw [hu, one_mul] at a0 a1 g
  rw [hv, one_mul, hzero, map_zero, add_zero] at b
  rw [hKH] at g
  have gn := normSq_nonneg (conj (u 0) * K 0 + conj (u 1) * K 1)
  -- projecting on w can only lower the weights of u and v
  have cu : ∀ j, normSq (conj (u 0) * F 0 j + conj (u 1) * F 1 j)
      ≤ normSq (conj (u 0) * ψ 0 j 0 + conj (u 1) * ψ 1 j 0)
        + normSq (conj (u 0) * ψ 0 j 1 + conj (u 1) * ψ 1 j 1) := by
    intro j
    refine le_trans (le_of_eq (congrArg normSq ?_)) (bound _ _)
    simp only [F]
    ring
  have cv : ∀ i, normSq (K i)
      ≤ normSq (conj (v 0) * ψ i 0 0 + conj (v 1) * ψ i 1 0)
        + normSq (conj (v 0) * ψ i 0 1 + conj (v 1) * ψ i 1 1) := by
    intro i
    refine le_trans (le_of_eq (congrArg normSq ?_)) (bound _ _)
    simp only [K, F]
    ring
  have total : normSq (F 0 0) + normSq (F 0 1) + (normSq (F 1 0) + normSq (F 1 1))
      ≤ normSq (conj (u 0) * F 0 0 + conj (u 1) * F 1 0)
        + normSq (conj (u 0) * F 0 1 + conj (u 1) * F 1 1) + (normSq (K 0) + normSq (K 1)) := by
    simp only [H] at b g
    linarith
  exact total.trans (by linarith [cu 0, cu 1, cv 0, cv 1])

/-- For any three-qubit vector, each of the smallest eigenvalues of the three one-qubit reduced
density matrices is at most the sum of the other two. -/
theorem three_qubit_inequalities (ψ : Amplitudes) (x : Fin 3 → ℝ)
    (hx : ∀ s, IsLowestEigenvalue (qubitRDM ψ s) (x s)) :
    x 2 ≤ x 0 + x 1 ∧ x 0 ≤ x 1 + x 2 ∧ x 1 ≤ x 0 + x 2 := by
  have key : ∀ (χ : Amplitudes) (a b c : ℝ), IsLowestEigenvalue (qubitRDM χ 0) a →
      IsLowestEigenvalue (qubitRDM χ 1) b → IsLowestEigenvalue (qubitRDM χ 2) c →
      c ≤ a + b := by
    intro χ a b c ha hb hc
    obtain ⟨u, hu, rfl⟩ := lowest_attained ha
    obtain ⟨v, hv, rfl⟩ := lowest_attained hb
    obtain ⟨w, hw, hle⟩ := exists_third_weight_le χ u v hu hv
    have hH : (qubitRDM χ 2).IsHermitian := Matrix.IsHermitian.ext fun i j => by
      simp [qubitRDM, Fin.sum_univ_two, mul_comm]
    exact (lowest_le_expect hH hc w hw).trans hle
  -- the other two inequalities follow by exchanging qubits
  obtain ⟨p0, p1, p2⟩ : qubitRDM (fun i j k => ψ k j i) 0 = qubitRDM ψ 2 ∧
      qubitRDM (fun i j k => ψ k j i) 1 = qubitRDM ψ 1 ∧
      qubitRDM (fun i j k => ψ k j i) 2 = qubitRDM ψ 0 := by
    refine ⟨?_, ?_, ?_⟩ <;> refine Matrix.ext fun a b => ?_ <;>
      simp only [qubitRDM, Matrix.of_apply, Fin.sum_univ_two] <;> ring
  obtain ⟨q0, q1, q2⟩ : qubitRDM (fun i j k => ψ i k j) 0 = qubitRDM ψ 0 ∧
      qubitRDM (fun i j k => ψ i k j) 1 = qubitRDM ψ 2 ∧
      qubitRDM (fun i j k => ψ i k j) 2 = qubitRDM ψ 1 := by
    refine ⟨Matrix.ext fun a b => ?_, rfl, rfl⟩
    simp only [qubitRDM, Matrix.of_apply, Fin.sum_univ_two]
    ring
  have h1 := key (fun i j k => ψ k j i) (x 2) (x 1) (x 0)
    (by rw [p0]; exact hx 2) (by rw [p1]; exact hx 1) (by rw [p2]; exact hx 0)
  have h2 := key (fun i j k => ψ i k j) (x 0) (x 2) (x 1)
    (by rw [q0]; exact hx 0) (by rw [q1]; exact hx 2) (by rw [q2]; exact hx 1)
  exact ⟨key ψ _ _ _ (hx 0) (hx 1) (hx 2), by linarith, h2⟩

/-- Six orbitals grouped in three pairs: the pair label and the position in the pair. -/
abbrev Orbital := Fin 3 × Fin 2

/-- The antisymmetric amplitude of three fermions with one particle in each orbital pair. -/
def pairedAmplitude (ψ : Amplitudes) (a b c : Orbital) : ℂ :=
  (if a.1 = 0 ∧ b.1 = 1 ∧ c.1 = 2 then ψ a.2 b.2 c.2 else 0)
  + (if a.1 = 1 ∧ b.1 = 2 ∧ c.1 = 0 then ψ c.2 a.2 b.2 else 0)
  + (if a.1 = 2 ∧ b.1 = 0 ∧ c.1 = 1 then ψ b.2 c.2 a.2 else 0)
  - (if a.1 = 1 ∧ b.1 = 0 ∧ c.1 = 2 then ψ b.2 a.2 c.2 else 0)
  - (if a.1 = 0 ∧ b.1 = 2 ∧ c.1 = 1 then ψ a.2 c.2 b.2 else 0)
  - (if a.1 = 2 ∧ b.1 = 1 ∧ c.1 = 0 then ψ c.2 b.2 a.2 else 0)

/-- The one-particle density matrix of the paired three-fermion state; the factor one half
compensates the two orderings of the remaining particles. -/
def oneMatrix (ψ : Amplitudes) : Matrix Orbital Orbital ℂ :=
  Matrix.of fun a b =>
    (1 / 2) * ∑ c, ∑ d, pairedAmplitude ψ a c d * conj (pairedAmplitude ψ b c d)

/-- The paired amplitude changes sign when two neighbouring particles are exchanged. -/
theorem pairedAmplitude_antisymm (ψ : Amplitudes) (a b c : Orbital) :
    pairedAmplitude ψ b a c = -pairedAmplitude ψ a b c ∧
    pairedAmplitude ψ a c b = -pairedAmplitude ψ a b c := by
  obtain ⟨s, i⟩ := a
  obtain ⟨t, j⟩ := b
  obtain ⟨r, k⟩ := c
  fin_cases s <;> fin_cases t <;> fin_cases r <;> simp [pairedAmplitude]

set_option maxHeartbeats 400000 in
/-- The one-matrix is block diagonal in the orbital pairs, and its blocks are the one-qubit
reduced density matrices. -/
theorem oneMatrix_blocks (ψ : Amplitudes) (s t : Fin 3) (i j : Fin 2) :
    oneMatrix ψ (s, i) (t, j) = if s = t then qubitRDM ψ s i j else 0 := by
  fin_cases s <;> fin_cases t <;>
    simp [oneMatrix, pairedAmplitude, qubitRDM, Fintype.sum_prod_type, Fin.sum_univ_three,
      Fin.sum_univ_two] <;> ring

/-- For three fermions in paired-orbital form, let `n s` be the smaller occupation number of
pair `s`; each of the three is at most the sum of the other two. -/
theorem paired_fermion_inequalities (ψ : Amplitudes) (n : Fin 3 → ℝ)
    (hn : ∀ s, IsLowestEigenvalue
      ((oneMatrix ψ).submatrix (fun i : Fin 2 => (s, i)) (fun i : Fin 2 => (s, i))) (n s)) :
    n 2 ≤ n 0 + n 1 ∧ n 0 ≤ n 1 + n 2 ∧ n 1 ≤ n 0 + n 2 := by
  refine three_qubit_inequalities ψ n fun s => ?_
  have h : (oneMatrix ψ).submatrix (fun i : Fin 2 => (s, i)) (fun i : Fin 2 => (s, i))
      = qubitRDM ψ s := Matrix.ext fun i j => by
    rw [Matrix.submatrix_apply, oneMatrix_blocks, if_pos rfl]
  rw [← h]
  exact hn s

end

end ThreeQubitMarginals
```

```lean
#print axioms ThreeQubitMarginals.three_qubit_inequalities
#print axioms ThreeQubitMarginals.pairedAmplitude_antisymm
#print axioms ThreeQubitMarginals.paired_fermion_inequalities
```

```
'ThreeQubitMarginals.three_qubit_inequalities' depends on axioms: [propext, Classical.choice, Quot.sound]
'ThreeQubitMarginals.pairedAmplitude_antisymm' depends on axioms: [propext, Classical.choice, Quot.sound]
'ThreeQubitMarginals.paired_fermion_inequalities' depends on axioms: [propext, Classical.choice, Quot.sound]
```

## Qubit marginals and orbital pairs in the Lean statements

`Amplitudes` is the array $\psi_{ijk}$, `qubitRDM ψ s` is $\rho_s$, and `IsLowestEigenvalue` is the definition chosen in the question. `three_qubit_inequalities` takes numbers `x s` with that property and returns all three inequalities. It assumes no normalisation: rescaling $\psi$ multiplies every $x_s$ by the same factor.

For fermions, an `Orbital` is a pair label and a position in the pair. `pairedAmplitude` is antisymmetric with one particle per pair. For unit $\psi$ its squared norm is 6, so the usual factor 3 in the one-matrix becomes the $1/2$ in `oneMatrix`. `paired_fermion_inequalities` bounds the smaller occupation number `n s` of each pair. For unit $\psi$ each pair holds one particle, so these are the three lowest occupations. In the ordering $\lambda_1\ge\dots\ge\lambda_6$ the result reads $\lambda_4\le\lambda_5+\lambda_6$.

The paired form is assumed here. Borland and Dennis's result concerns arbitrary pure states of three fermions in six orbitals, and the theorem here would extend to those once it is shown that suitable orbitals bring each one to this form. In density-matrix functional theory the inequality restricts pure-state occupations beyond the Pauli bounds, here for three particles in six paired orbitals.

## How the lemmas follow the derivation

- `lowest_attained` normalises an eigenvector, and `lowest_le_expect` is the variational bound; its `hx`, `hz` and `hF` are the trace, secular and square steps.
- `expect_qubitRDM` turns expectation values into weights.
- `exists_third_weight_le` constructs $w$. The identity `overlap_add_orthogonal` splits norms into orthogonal parts, `hzero` is the missing component, and `bound` is Cauchy-Schwarz.
- In the main theorem, `key` proves one inequality, and permuted amplitudes give the others.
- `oneMatrix_blocks` checks all pairs of labels and finds the $\rho_s$ as diagonal blocks, which reduces the fermionic theorem to the qubit one.

## A saturated example and a pure qubit

Take $\psi=\sqrt{0.6}\,|000\rangle+\sqrt{0.1}\,|101\rangle+\sqrt{0.3}\,|011\rangle$. Any two of these basis states differ in two qubits, so all $\rho_s$ are diagonal, with $x=(0.1,0.3,0.4)$ and $x_2=x_0+x_1$. The paired fermions have occupations $0.9,0.7,0.6,0.4,0.3,0.1$.

If $x_0=0$, so that qubit 0 of a unit vector is pure, the inequalities give $x_1\le x_2$ and $x_2\le x_1$. The other two qubits then have equal smallest eigenvalues, as the Schmidt decomposition of a two-qubit state requires.
